# A C¹ relative wave function of two Coulomb charges on a line has a node at coalescence if the remaining potential is bounded

In a calculation for two electrons on a line with bare repulsion $1/r$ at separation $r$, the trial functions of a singlet can be given a factor $r$, so that they vanish at contact as those of a triplet do by antisymmetry. This is safe if the exact wave function has a continuous slope up to contact and the external potential and the centre-of-mass kinetic term stay bounded there.

```lean
import Mathlib

open Set Filter
open scoped Topology

namespace CoulombNodeOnLine

noncomputable section
```

For relative motion, let $\psi(r)$ be a real function of the separation, $g$ the Coulomb coupling and $w$ everything else in the potential, with the energy subtracted:
$$-\psi''+\frac gr\,\psi+w\,\psi=0,\qquad 0<r<d.$$
In Hartree atomic units, $g=1$ is the repulsion of two electrons, whose reduced mass is $\tfrac12$; negative $g$ is attraction. For a pair with another reduced mass $\mu$, both $g$ and $w$ include a factor $2\mu$. The Lean predicate requires both derivatives to exist on the open interval `Ioo 0 d`. An equation on the whole half-line can be restricted to any such interval.

```lean
/-- The equation `-ψ'' + (g/r) ψ + w ψ = 0` for the relative motion of two charges on a line,
at separations `0 < r < d`, for a twice differentiable `ψ`. -/
def SolvesPairEquation (g : ℝ) (w ψ : ℝ → ℝ) (d : ℝ) : Prop :=
  ∀ r ∈ Ioo 0 d, DifferentiableAt ℝ ψ r ∧ DifferentiableAt ℝ (deriv ψ) r ∧
    -deriv (deriv ψ) r + g / r * ψ r + w r * ψ r = 0
```

For two electrons in an external potential $v$, let $R$ be the centre of mass, $E$ the energy and $\Psi(R,r)$ the spatial wave function. The kinetic energy is then $-\partial_r^2-\tfrac14\partial_R^2$. The definition treats one fixed $R$ and imposes no exchange symmetry, so it fits singlets and triplets alike.

```lean
/-- The Schrödinger equation of two electrons on a line in the external potential `v`, at centre
of mass `R` and separations `0 < r < d`; the electrons sit at `R + r/2` and `R - r/2`. -/
def SolvesTwoElectron (g E : ℝ) (v : ℝ → ℝ) (Ψ : ℝ → ℝ → ℝ) (R d : ℝ) : Prop :=
  ∀ r ∈ Ioo 0 d, DifferentiableAt ℝ (Ψ R) r ∧ DifferentiableAt ℝ (deriv (Ψ R)) r ∧
    ContDiffAt ℝ 2 (fun X => Ψ X r) R ∧
    -deriv (deriv (Ψ R)) r - deriv (deriv fun X => Ψ X r) R / 4
      + (g / r + v (R + r / 2) + v (R - r / 2)) * Ψ R r = E * Ψ R r
```

## (a) Growth of a function with a $1/r$ slope

**Task.** Let $f$ be differentiable on $(0,d)$ with $r f'(r)\ge c$. Show for $0<r\le s<d$ that
$$c(\log s-\log r)\le f(s)-f(r).$$

**Solution.** Put $F(x)=f(x)-c\log x$. Then
$$F'(x)=f'(x)-\frac cx=\frac{x f'(x)-c}{x}\ge0,$$
so $F(r)\le F(s)$, which rearranges to the claim. In Lean, `hm` is the monotonicity of $F$, obtained from the sign of its derivative.

```lean
/-- If `r f'(r) ≥ c` for `0 < r < d`, then `f` rises between two points of this interval at least
as much as `c log r`. -/
theorem log_growth {f f' : ℝ → ℝ} {c d r s : ℝ}
    (hf : ∀ x ∈ Ioo 0 d, HasDerivAt f (f' x) x) (hc : ∀ x ∈ Ioo 0 d, c ≤ x * f' x)
    (hr : 0 < r) (hrs : r ≤ s) (hs : s < d) :
    c * (Real.log s - Real.log r) ≤ f s - f r := by
  have hd : ∀ x ∈ Ioo 0 d,
      HasDerivAt (fun y => f y - c * Real.log y) (f' x - c * x⁻¹) x := fun x hx =>
    (hf x hx).fun_sub ((Real.hasDerivAt_log hx.1.ne').const_mul c)
  -- the difference `f - c log` is monotone
  have hm : MonotoneOn (fun y => f y - c * Real.log y) (Ioo 0 d) := by
    apply monotoneOn_of_deriv_nonneg (convex_Ioo 0 d)
    · exact fun x hx => (hd x hx).continuousAt.continuousWithinAt
    · intro x hx
      rw [interior_Ioo] at hx
      exact (hd x hx).differentiableAt.differentiableWithinAt
    · intro x hx
      rw [interior_Ioo] at hx
      rw [(hd x hx).deriv]
      have e : x * x⁻¹ = 1 := mul_inv_cancel₀ hx.1.ne'
      have h : f' x - c * x⁻¹ = (x * f' x - c) * x⁻¹ := by
        linear_combination (-(f' x)) * e
      rw [h]
      exact mul_nonneg (sub_nonneg.2 (hc x hx)) (inv_nonneg.2 hx.1.le)
  have h : f r - c * Real.log r ≤ f s - c * Real.log s :=
    hm ⟨hr, by linarith⟩ ⟨by linarith, hs⟩ hrs
  linarith
```

## (b) The limit of $r f'(r)$ for bounded $f$

**Task.** Let $|f|\le B$ on $(0,d)$ and $r f'(r)\to L$ as $r\to0^+$. Show that
$$L\le0.$$

**Solution.** Suppose $L>0$. Then $r f'(r)>L/2$ on some interval $(0,\delta)$. Fix $s$ with $0<s<\min(d,\delta)$ and set $r=s\,e^{-K}$ with $K=(4B+4)/L$. Part (a) with $c=L/2$ gives
$$f(s)-f(r)\ge\frac L2K=2B+2,$$
but the bound on $f$ allows at most $2B$. The code calls $\delta$ `e`, and writes the one-sided limit with `𝓝[>] 0`.

```lean
/-- If `f` is bounded on `(0,d)` and `r f'(r)` tends to `L` as `r → 0+`, then `L` is not
positive. -/
theorem limit_nonpos {f f' : ℝ → ℝ} {L B d : ℝ} (hd : 0 < d)
    (hf : ∀ x ∈ Ioo 0 d, HasDerivAt f (f' x) x) (hB : ∀ x ∈ Ioo 0 d, |f x| ≤ B)
    (hL : Tendsto (fun r => r * f' r) (𝓝[>] 0) (𝓝 L)) : L ≤ 0 := by
  by_contra hneg
  have hL0 : 0 < L := not_le.1 hneg
  have ev : ∀ᶠ r in 𝓝[>] (0 : ℝ), L / 2 < r * f' r :=
    hL.eventually (lt_mem_nhds (by linarith))
  obtain ⟨e, he, hsub⟩ := mem_nhdsGT_iff_exists_Ioo_subset.1 ev
  have he0 : 0 < e := he
  have hm : 0 < min d e := lt_min hd he0
  obtain ⟨s, hs0, hsm⟩ := exists_between hm
  have hsd : s < d := hsm.trans_le (min_le_left _ _)
  have hBs := hB s ⟨hs0, hsd⟩
  have hB0 : 0 ≤ B := (abs_nonneg _).trans hBs
  -- go so close to the origin that the logarithm exceeds the bound on `f`
  obtain ⟨K, hK⟩ : ∃ K, K = (4 * B + 4) / L := ⟨_, rfl⟩
  have hK0 : 0 ≤ K := by rw [hK]; positivity
  have hKL : L / 2 * K = 2 * B + 2 := by rw [hK]; field_simp; ring
  have hr0 : 0 < s * Real.exp (-K) := mul_pos hs0 (Real.exp_pos _)
  have hrs : s * Real.exp (-K) ≤ s :=
    mul_le_of_le_one_right hs0.le (Real.exp_le_one_iff.2 (by linarith))
  have hg := log_growth (c := L / 2) (d := min d e)
    (fun x hx => hf x ⟨hx.1, hx.2.trans_le (min_le_left _ _)⟩)
    (fun x hx => le_of_lt (hsub ⟨hx.1, hx.2.trans_le (min_le_right _ _)⟩)) hr0 hrs hsm
  rw [Real.log_mul hs0.ne' (Real.exp_pos _).ne', Real.log_exp] at hg
  have h1 := abs_le.1 hBs
  have h2 := abs_le.1 (hB _ ⟨hr0, hrs.trans_lt hsd⟩)
  linarith [h1.2, h2.1]
```

## (c) A bounded potential next to $1/r$

**Task.** Let $|w|\le M$ on $(0,d)$. Show that
$$\lim_{r\to0^+}r\,w(r)=0.$$

**Solution.** We have $|r\,w(r)|\le rM$, and the right side tends to zero. Lean uses the same squeeze.

```lean
/-- A potential bounded on `(0,d)` is negligible against `1/r` at coalescence: `r w(r) → 0`. -/
theorem bounded_is_subcoulomb {w : ℝ → ℝ} {M d : ℝ} (hd : 0 < d)
    (hw : ∀ r ∈ Ioo 0 d, |w r| ≤ M) : Tendsto (fun r => r * w r) (𝓝[>] 0) (𝓝 0) := by
  have hc : Continuous fun r : ℝ => r * M := by fun_prop
  refine squeeze_zero_norm' ?_ ((hc.tendsto' 0 0 (by simp)).mono_left nhdsWithin_le_nhds)
  filter_upwards [Ioo_mem_nhdsGT hd] with r hr
  rw [Real.norm_eq_abs, abs_mul, abs_of_pos hr.1]
  exact mul_le_mul_of_nonneg_left (hw r hr) hr.1.le
```

## (d) The value at contact

**Task.** Let $\psi$ be continuously differentiable on $[0,d)$, with $\psi''=(g/r)\psi+h$ for $0<r<d$, $g\ne0$ and $r\,h(r)\to0$. Show that
$$\psi(0)=0.$$

**Solution.** The slope is continuous on the compact interval $[0,d/2]$, hence bounded there. Multiplying the equation by $r$ gives
$$r\psi''=g\psi+r h\;\longrightarrow\;g\,\psi(0).$$
Part (b) with $f=\psi'$ gives $g\psi(0)\le0$, and with $f=-\psi'$ it gives $-g\psi(0)\le0$. So $g\psi(0)=0$, and $g\neq0$ leaves only the node. These two inequalities are `up` and `down` in the code.

The hypothesis `ContDiffOn ℝ 1 ψ (Ico 0 d)` uses the one-sided derivative at $r=0$. Physically it stands for a finite slope at contact, as an ordinary cusp would have; it is assumed here, not derived from the equation.

```lean
/-- Let `ψ` be continuously differentiable on `[0,d)` with `ψ'' = (g/r) ψ + h` for `0 < r < d`,
where `g ≠ 0` and `r h(r) → 0`. Then `ψ` vanishes at coalescence. -/
theorem node_of_subcoulomb_remainder {ψ h : ℝ → ℝ} {g d : ℝ} (hg : g ≠ 0) (hd : 0 < d)
    (hψ : ContDiffOn ℝ 1 ψ (Ico 0 d))
    (h2 : ∀ r ∈ Ioo 0 d, DifferentiableAt ℝ (deriv ψ) r)
    (heq : ∀ r ∈ Ioo 0 d, deriv (deriv ψ) r = g / r * ψ r + h r)
    (hh : Tendsto (fun r => r * h r) (𝓝[>] 0) (𝓝 0)) : ψ 0 = 0 := by
  have hc : Tendsto ψ (𝓝[>] 0) (𝓝 (ψ 0)) :=
    (hψ.continuousOn 0 ⟨le_rfl, hd⟩).mono_of_mem_nhdsWithin
      (mem_of_superset (Ioo_mem_nhdsGT hd) Ioo_subset_Ico_self)
  -- the slope is bounded near the origin
  have hcd := hψ.continuousOn_derivWithin (uniqueDiffOn_Ico 0 d) le_rfl
  have hsub : Icc 0 (d / 2) ⊆ Ico 0 d := fun x hx => ⟨hx.1, by linarith [hx.2]⟩
  obtain ⟨B, hB⟩ := isCompact_Icc.exists_bound_of_continuousOn (hcd.mono hsub)
  have hlt : ∀ x ∈ Ioo 0 (d / 2), x ∈ Ioo 0 d := fun x hx => ⟨hx.1, by linarith [hx.2]⟩
  have hB' : ∀ x ∈ Ioo 0 (d / 2), |deriv ψ x| ≤ B := fun x hx => by
    have h := hB x ⟨hx.1.le, hx.2.le⟩
    rwa [derivWithin_of_mem_nhds (Ico_mem_nhds hx.1 (hlt x hx).2), Real.norm_eq_abs] at h
  -- the equation makes `r ψ''` tend to `g ψ(0)`
  have ht : Tendsto (fun r => r * deriv (deriv ψ) r) (𝓝[>] 0) (𝓝 (g * ψ 0)) := by
    have t := (hc.const_mul g).add hh
    rw [add_zero] at t
    refine t.congr' ?_
    filter_upwards [Ioo_mem_nhdsGT hd] with r hr
    rw [heq r hr]
    have e : r * (g / r) = g := mul_div_cancel₀ g hr.1.ne'
    linear_combination (-(ψ r)) * e
  have hD : ∀ x ∈ Ioo 0 (d / 2), HasDerivAt (deriv ψ) (deriv (deriv ψ) x) x :=
    fun x hx => (h2 x (hlt x hx)).hasDerivAt
  have up := limit_nonpos (half_pos hd) hD hB' ht
  have down := limit_nonpos (f := fun x => -deriv ψ x) (f' := fun x => -deriv (deriv ψ) x)
    (L := -(g * ψ 0)) (half_pos hd) (fun x hx => (hD x hx).fun_neg)
    (fun x hx => by rw [abs_neg]; exact hB' x hx) (by simpa only [mul_neg] using ht.neg)
  exact (mul_eq_zero.1 (le_antisymm up (by linarith))).resolve_left hg
```

## (e) Relative motion with bounded $w$

**Task.** Let $\psi$ be continuously differentiable on $[0,d)$ and solve the pair equation with $g\ne0$ and $|w|\le M$. Show that again
$$\psi(0)=0.$$

**Solution.** Take $h=w\psi$ in part (d). By part (c) and continuity, $r h=(r w)\psi\to0\cdot\psi(0)=0$.

Some control of $w$ is needed: for $w=-g/r$ the constant $\psi=1$ solves the equation, so boundedness of $r\,w(r)$ would not suffice.

```lean
/-- Coalescence node on a line: a solution of the pair equation with `g ≠ 0` and bounded `w` that
is continuously differentiable up to `r = 0` vanishes there. -/
theorem coalescence_node {ψ w : ℝ → ℝ} {g d M : ℝ} (hg : g ≠ 0) (hd : 0 < d)
    (hψ : ContDiffOn ℝ 1 ψ (Ico 0 d)) (hw : ∀ r ∈ Ioo 0 d, |w r| ≤ M)
    (hs : SolvesPairEquation g w ψ d) : ψ 0 = 0 := by
  have hc : Tendsto ψ (𝓝[>] 0) (𝓝 (ψ 0)) :=
    (hψ.continuousOn 0 ⟨le_rfl, hd⟩).mono_of_mem_nhdsWithin
      (mem_of_superset (Ioo_mem_nhdsGT hd) Ioo_subset_Ico_self)
  refine node_of_subcoulomb_remainder (h := fun r => w r * ψ r) hg hd hψ
    (fun r hr => (hs r hr).2.1) (fun r hr => by linarith [(hs r hr).2.2]) ?_
  simpa only [zero_mul, mul_assoc] using (bounded_is_subcoulomb hd hw).mul hc
```

## (f) Two electrons in an external potential

**Task.** Let $\Psi(R,r)$ solve the two-electron equation with $g\ne0$ and be continuously differentiable in $r$ on $[0,d)$. Let $|v|\le M$ within distance $d$ of $R$, and $|\partial_R^2\Psi(R,r)|\le K$ for $0<r<d$. Show that
$$\Psi(R,0)=0.$$

**Solution.** Solving for $\partial_r^2\Psi$ gives the form of part (d) with
$$h=\bigl[v(R+\tfrac r2)+v(R-\tfrac r2)-E\bigr]\Psi-\tfrac14\partial_R^2\Psi.$$
The bracket is at most $2M+|E|$ in size, and the last term at most $K/4$. By part (c) and the continuity of $\Psi$ in $r$ up to contact, $r h\to0$.

The bound $K$ says that the centre-of-mass kinetic term stays finite near contact. The bound on $v$ excludes a bare Coulomb nucleus at $R$.

```lean
/-- Let `Ψ` solve the Schrödinger equation of two electrons on a line at centre of mass `R` and
separations `0 < r < d`, with `g ≠ 0`. If `v` is bounded near `R`, and `Ψ(R,r)` is continuously
differentiable in `r` up to `r = 0` with `∂²Ψ/∂R²` bounded for `0 < r < d`, then `Ψ(R,0) = 0`. -/
theorem two_electron_node {Ψ : ℝ → ℝ → ℝ} {v : ℝ → ℝ} {g E R d M K : ℝ} (hg : g ≠ 0)
    (hd : 0 < d) (hΨ : ContDiffOn ℝ 1 (Ψ R) (Ico 0 d)) (hv : ∀ x, |x - R| < d → |v x| ≤ M)
    (hK : ∀ r ∈ Ioo 0 d, |deriv (deriv fun X => Ψ X r) R| ≤ K)
    (hs : SolvesTwoElectron g E v Ψ R d) : Ψ R 0 = 0 := by
  have hc : Tendsto (Ψ R) (𝓝[>] 0) (𝓝 (Ψ R 0)) :=
    (hΨ.continuousOn 0 ⟨le_rfl, hd⟩).mono_of_mem_nhdsWithin
      (mem_of_superset (Ioo_mem_nhdsGT hd) Ioo_subset_Ico_self)
  have hV : ∀ r ∈ Ioo 0 d, |v (R + r / 2) + v (R - r / 2) - E| ≤ M + M + |E| := by
    intro r hr
    have a := abs_le.1 (hv (R + r / 2) (abs_lt.2 ⟨by linarith [hr.1], by linarith [hr.1, hr.2]⟩))
    have b := abs_le.1 (hv (R - r / 2) (abs_lt.2 ⟨by linarith [hr.1, hr.2], by linarith [hr.1]⟩))
    exact abs_le.2 ⟨by linarith [a.1, b.1, le_abs_self E], by linarith [a.2, b.2, neg_abs_le E]⟩
  -- all terms except the repulsion are negligible against `1/r`
  refine node_of_subcoulomb_remainder
    (h := fun r => (v (R + r / 2) + v (R - r / 2) - E) * Ψ R r
      - deriv (deriv fun X => Ψ X r) R / 4) hg hd hΨ (fun r hr => (hs r hr).2.1)
    (fun r hr => by linear_combination -(hs r hr).2.2.2) ?_
  have t := ((bounded_is_subcoulomb hd hV).mul hc).sub
    ((bounded_is_subcoulomb hd hK).div_const 4)
  rw [zero_mul, zero_div, sub_zero] at t
  exact t.congr fun r => by ring
```

## (g) An explicit solution, with numbers

**Task.** For $\psi=r e^{gr/2}$, show that
$$-\psi''+\frac gr\psi+\frac{g^2}4\psi=0\qquad(r>0).$$

**Solution.** Differentiating twice,
$$\psi'=\Bigl(1+\frac{gr}2\Bigr)e^{gr/2},\qquad \psi''=\Bigl(g+\frac{g^2r}4\Bigr)e^{gr/2},$$
and the last expression equals $(g/r+g^2/4)\psi$.

At $g=1$, $r=1$ the three terms are $-2.0609$, $1.6487$ and $0.4122$, with sum zero. At contact the function vanishes with slope 1. For $g>0$ it grows with $r$, so it illustrates the behaviour near contact and is not a bound state.

```lean
/-- The function `r exp(g r/2)` is continuously differentiable and solves the pair equation with
the constant `w = g²/4`. -/
theorem coalescence_node_witness (g d : ℝ) :
    ContDiff ℝ 1 (fun r : ℝ => r * Real.exp (g * r / 2)) ∧
      SolvesPairEquation g (fun _ => g ^ 2 / 4) (fun r => r * Real.exp (g * r / 2)) d := by
  have he : ∀ r : ℝ, HasDerivAt (fun x => Real.exp (g * x / 2))
      (Real.exp (g * r / 2) * (g * 1 / 2)) r := fun r =>
    (((hasDerivAt_id' r).const_mul g).div_const 2).exp
  have h1 : ∀ r : ℝ, HasDerivAt (fun x => x * Real.exp (g * x / 2))
      ((1 + g / 2 * r) * Real.exp (g * r / 2)) r := fun r =>
    ((hasDerivAt_id' r).fun_mul (he r)).congr_deriv (by ring)
  have hderiv : deriv (fun x : ℝ => x * Real.exp (g * x / 2)) =
      fun r => (1 + g / 2 * r) * Real.exp (g * r / 2) := funext fun r => (h1 r).deriv
  refine ⟨by fun_prop, fun r hr => ?_⟩
  have h2 := (((hasDerivAt_id' r).const_mul (g / 2)).const_add 1).fun_mul (he r)
  rw [hderiv]
  refine ⟨(h1 r).differentiableAt, h2.differentiableAt, ?_⟩
  rw [h2.deriv]
  have e : g / r * r = g := div_mul_cancel₀ g hr.1.ne'
  linear_combination Real.exp (g * r / 2) * e
```

## (h) A continuous solution with infinite slope

**Task.** Let $\varphi(r)=1+(1+\tfrac r2)\,r\log r$, with $r\log r$ continued by its limit $0$ at $r=0$. Show that $\varphi$ solves the pair equation on $(0,1)$ with $g=1$ and some $|w|\le7$, although
$$\varphi(0)=1.$$

**Solution.** For $r>0$,
$$\varphi'=\log r+1+r\log r+\frac r2,\qquad \varphi''=\frac1r+\log r+\frac32.$$
Hence $\varphi''-\varphi/r=\tfrac32-\tfrac12r\log r$, and the equation requires
$$w=\frac{\tfrac32-\tfrac12r\log r}{\varphi}.$$
To bound it, write $r=s^2$ with $s>0$ and use $\log s\ge1-1/s$:
$$r\log r\ge2s^2-2s\ge-\tfrac12.$$
So $\varphi\ge1-\tfrac32\cdot\tfrac12=\tfrac14$ on $(0,1)$. The numerator lies between $0$ and $\tfrac74$, which gives $0\le w\le7$.

Continuity at contact, even with two derivatives for $0<r<1$, is therefore too weak to replace the C¹ hypothesis of part (e). Here $\varphi'\to-\infty$ as $r\to0^+$. The mean repulsion diverges too, because $\varphi^2/r$ is not integrable at contact; $\varphi$ is a counter-example for the differential equation, not a state of finite repulsion energy. In the code $\varphi$ is `logWave` and $w$ is `logPotential`.

```lean
/-- The function `1 + (1 + r/2) r log r`. -/
def logWave (r : ℝ) : ℝ := 1 + (1 + r / 2) * (r * Real.log r)

/-- The potential `(3/2 - (r log r)/2) / logWave r`, used for `0 < r < 1`, where the denominator
is positive. -/
def logPotential (r : ℝ) : ℝ := (3 / 2 - r * Real.log r / 2) / logWave r

/-- Continuity of the wave function alone does not force the node: `logWave` is continuous, solves
the pair equation with `g = 1` and a bounded potential on `(0,1)`, and equals 1 at `r = 0`. -/
theorem continuous_solution_without_node :
    Continuous logWave ∧ SolvesPairEquation 1 logPotential logWave 1 ∧
      (∀ r ∈ Ioo (0 : ℝ) 1, |logPotential r| ≤ 7) ∧ logWave 0 = 1 := by
  have hlow : ∀ r ∈ Ioo (0 : ℝ) 1, -(1 / 2) ≤ r * Real.log r ∧ r * Real.log r ≤ 0 := by
    intro r hr
    refine ⟨?_, mul_nonpos_of_nonneg_of_nonpos hr.1.le (Real.log_nonpos hr.1.le hr.2.le)⟩
    -- with `r = s²`, use `log s ≥ 1 - 1/s`
    obtain ⟨s, hs, rfl⟩ : ∃ s : ℝ, 0 < s ∧ s ^ 2 = r :=
      ⟨√r, Real.sqrt_pos.2 hr.1, Real.sq_sqrt hr.1.le⟩
    have h := mul_le_mul_of_nonneg_left (Real.one_sub_inv_le_log_of_pos hs) (sq_nonneg s)
    have e : s ^ 2 * (1 - s⁻¹) = s ^ 2 - s := by field_simp
    rw [e] at h
    rw [Real.log_pow]
    push_cast
    nlinarith [sq_nonneg (2 * s - 1)]
  have hpos : ∀ r ∈ Ioo (0 : ℝ) 1, 1 / 4 ≤ logWave r := by
    intro r hr
    unfold logWave
    nlinarith [(hlow r hr).1, (hlow r hr).2, hr.1, hr.2,
      mul_nonneg hr.1.le (by linarith [(hlow r hr).1] : 0 ≤ r * Real.log r + 1 / 2)]
  have h1 : ∀ r : ℝ, 0 < r →
      HasDerivAt logWave (Real.log r + 1 + r * Real.log r + r / 2) r := by
    intro r hr
    have e : r * r⁻¹ = 1 := mul_inv_cancel₀ hr.ne'
    have h := ((((hasDerivAt_id' r).div_const 2).const_add 1).fun_mul
      ((hasDerivAt_id' r).fun_mul (Real.hasDerivAt_log hr.ne'))).const_add 1
    exact h.congr_deriv (by linear_combination (1 + r / 2) * e)
  refine ⟨?_, fun r hr => ?_, fun r hr => ?_, by simp [logWave]⟩
  · have hc : Continuous fun r : ℝ => 1 + r / 2 := by fun_prop
    exact continuous_const.add (hc.mul Real.continuous_mul_log)
  · have hl := Real.hasDerivAt_log hr.1.ne'
    have hF := ((hl.add_const 1).fun_add ((hasDerivAt_id' r).fun_mul hl)).fun_add
      ((hasDerivAt_id' r).div_const 2)
    have hev : deriv logWave =ᶠ[𝓝 r]
        fun x => Real.log x + 1 + x * Real.log x + x / 2 := by
      filter_upwards [Ioi_mem_nhds hr.1] with x hx
      exact (h1 x hx).deriv
    have h2 := hF.congr_of_eventuallyEq hev
    refine ⟨(h1 r hr.1).differentiableAt, h2.differentiableAt, ?_⟩
    have hne : logWave r ≠ 0 := by linarith [hpos r hr] |> fun h : 0 < logWave r => h.ne'
    have hw : logPotential r * logWave r = 3 / 2 - r * Real.log r / 2 :=
      div_mul_cancel₀ _ hne
    have e : r * r⁻¹ = 1 := mul_inv_cancel₀ hr.1.ne'
    rw [h2.deriv, hw]
    unfold logWave
    linear_combination ((1 + r / 2) * Real.log r - 1) * e
  · have hp : 0 < logWave r := by linarith [hpos r hr]
    have hn : 0 ≤ 3 / 2 - r * Real.log r / 2 := by linarith [(hlow r hr).2]
    unfold logPotential
    rw [abs_of_nonneg (div_nonneg hn hp.le), div_le_iff₀ hp]
    linarith [hpos r hr, (hlow r hr).1]

end

end CoulombNodeOnLine
```

```lean
#print axioms CoulombNodeOnLine.coalescence_node
-- 'CoulombNodeOnLine.coalescence_node' depends on axioms: [propext, Classical.choice, Quot.sound]
#print axioms CoulombNodeOnLine.two_electron_node
-- 'CoulombNodeOnLine.two_electron_node' depends on axioms: [propext, Classical.choice, Quot.sound]
#print axioms CoulombNodeOnLine.continuous_solution_without_node
-- 'CoulombNodeOnLine.continuous_solution_without_node' depends on axioms: [propext, Classical.choice, Quot.sound]
```
